# Kick heating has no linear term for a real state and a real symmetric Hamiltonian

Let a finite system have a real symmetric Hamiltonian matrix and a real state, and let a kick multiply the amplitude on each site by a phase proportional to the site's position. The energy change divided by the square of the kick's wave number then tends, for weak kicks, to half the expectation of a double commutator of position and Hamiltonian.

An instantaneous uniform electric-field pulse of finite impulse acts on an electron in this way. To second order in the wave number, the result gives the energy change that the pulse causes in a non-interacting model with a fixed Hamiltonian, finitely many orthonormal basis states and a diagonal position. The overlap operator of a PAW calculation is absent from this model.

## The kicked state and its energy

The sites are labelled by a finite index type `n`.

```lean
import Mathlib

open Matrix Filter Topology

namespace KickHeating

noncomputable section

variable {n : Type*} [Fintype n]
```

Site $a$ has position $X_a$ and real amplitude $u_a$. A kick of wave number $k$ produces the complex state $v_a=e^{ikX_a}u_a$. In Lean, `X` is the list of diagonal entries, and the type of `u` makes the initial state real.

```lean
/-- The state `exp(ikX) u`: a diagonal position `X` multiplies each real amplitude `u a`
by the phase `exp(i k X a)`. -/
def kick (X u : n → ℝ) (k : ℝ) : n → ℂ :=
  fun a => Complex.exp (Complex.I * k * X a) * u a
```

The energy of a complex state $v$ is $v^\dagger Hv$, where $H$ is a real matrix. Its Lean value is a complex number, so its reality has to be proved. There is no division by $v^\dagger v$: the form is an energy expectation when $v$ is normalised.

```lean
/-- The energy form `⟨v, H v⟩` of a complex state `v` for a real matrix `H`. -/
def energy (H : Matrix n n ℝ) (v : n → ℂ) : ℂ :=
  star v ⬝ᵥ (H.map Complex.ofReal *ᵥ v)
```

Write $E(k)$ for the energy after the kick.

```lean
/-- The energy `E(k)` of the state `u` after a kick of wave number `k`. -/
def kickedEnergy (H : Matrix n n ℝ) (X u : n → ℝ) (k : ℝ) : ℂ :=
  energy H (kick X u k)
```

The double commutator $[X,[H,X]]$ is built from matrix products, with $X$ as a diagonal matrix.

```lean
/-- The double commutator `[X, [H, X]]` with the diagonal position matrix `X`. -/
def doubleCommutator [DecidableEq n] (H : Matrix n n ℝ) (X : n → ℝ) : Matrix n n ℝ :=
  diagonal X * (H * diagonal X - diagonal X * H)
    - (H * diagonal X - diagonal X * H) * diagonal X
```

## (a) Phases become cosines

Show that for symmetric $H$ the kicked energy is real and equals
$$E(k)=\sum_{a,b}H_{ab}u_au_b\cos\big(k(X_a-X_b)\big).$$

Inserting the kicked state gives
$$E(k)=\sum_{a,b}e^{-ikX_a}u_aH_{ab}e^{ikX_b}u_b=\sum_{a,b}H_{ab}u_au_b\,e^{ik(X_b-X_a)}.$$
The real part is the stated sum, because the cosine is even. The imaginary part is $S=\sum_{a,b}H_{ab}u_au_b\sin(k(X_b-X_a))$. Exchanging the names $a$ and $b$ and using $H_{ba}=H_{ab}$ gives $S=-S$, so $S=0$.

In the proof, `h1` is the expansion into phases, `Complex.ext` separates real and imaginary parts, and `hanti` is $S=-S$. The hypothesis `H.IsSymm` enters only there.

```lean
/-- For real symmetric `H` the kicked energy is real, a sum of cosines of the phase
differences between sites. -/
theorem kickedEnergy_eq {H : Matrix n n ℝ} (hH : H.IsSymm) (X u : n → ℝ) (k : ℝ) :
    kickedEnergy H X u k =
      ((∑ a, ∑ b, H a b * u a * u b * Real.cos (k * (X a - X b)) : ℝ) : ℂ) := by
  have h1 : kickedEnergy H X u k = ∑ a, ∑ b, ((H a b * u a * u b : ℝ) : ℂ) *
      Complex.exp (((k * (X b - X a) : ℝ) : ℂ) * Complex.I) := by
    simp only [kickedEnergy, energy, kick, dotProduct, Matrix.mulVec, Finset.mul_sum,
      Pi.star_apply, Matrix.map_apply]
    refine Finset.sum_congr rfl fun a _ => Finset.sum_congr rfl fun b _ => ?_
    have hs : star (Complex.exp (Complex.I * k * X a) * (u a : ℂ)) =
        Complex.exp (-Complex.I * k * X a) * u a := by
      simp only [Complex.star_def, map_mul, ← Complex.exp_conj, Complex.conj_I,
        Complex.conj_ofReal]
    have he : Complex.exp (((k * (X b - X a) : ℝ) : ℂ) * Complex.I) =
        Complex.exp (-Complex.I * k * X a) * Complex.exp (Complex.I * k * X b) := by
      rw [← Complex.exp_add]
      congr 1
      push_cast
      ring
    rw [hs, he]
    push_cast
    ring
  have hflip : ∀ a b, k * (X b - X a) = -(k * (X a - X b)) := fun a b => by ring
  rw [h1]
  apply Complex.ext
  · simp only [Complex.re_sum, Complex.re_ofReal_mul, Complex.exp_ofReal_mul_I_re,
      Complex.ofReal_re]
    refine Finset.sum_congr rfl fun a _ => Finset.sum_congr rfl fun b _ => ?_
    rw [hflip a b, Real.cos_neg]
  · simp only [Complex.im_sum, Complex.im_ofReal_mul, Complex.exp_ofReal_mul_I_im,
      Complex.ofReal_im]
    -- the sine part changes sign when the two sites are exchanged
    have hanti : ∑ a, ∑ b, H a b * u a * u b * Real.sin (k * (X b - X a)) =
        -∑ a, ∑ b, H a b * u a * u b * Real.sin (k * (X b - X a)) := by
      calc _ = ∑ b, ∑ a, H a b * u a * u b * Real.sin (k * (X b - X a)) :=
            Finset.sum_comm
        _ = _ := by
            simp only [← Finset.sum_neg_distrib]
            refine Finset.sum_congr rfl fun b _ => Finset.sum_congr rfl fun a _ => ?_
            rw [hflip a b, Real.sin_neg, hH.apply b a]
            ring
    linarith
```

## (b) The energy change

Subtract the energy of the unkicked state and show that
$$E(k)-E(0)=-\sum_{a,b}H_{ab}u_au_b\big(1-\cos(k(X_a-X_b))\big).$$

At $k=0$ every cosine in (a) is 1, so $E(0)=\sum_{a,b}H_{ab}u_au_b$. Subtracting term by term gives the formula. The proof applies (a) twice and compares summands.

```lean
/-- The energy gained in a kick, for real symmetric `H` and a real initial state. -/
theorem heating_eq {H : Matrix n n ℝ} (hH : H.IsSymm) (X u : n → ℝ) (k : ℝ) :
    kickedEnergy H X u k - kickedEnergy H X u 0 =
      ((-∑ a, ∑ b, H a b * u a * u b * (1 - Real.cos (k * (X a - X b))) : ℝ) : ℂ) := by
  rw [kickedEnergy_eq hH X u k, kickedEnergy_eq hH X u 0, ← Complex.ofReal_sub]
  congr 1
  simp only [zero_mul, Real.cos_zero, ← Finset.sum_neg_distrib, ← Finset.sum_sub_distrib]
  refine Finset.sum_congr rfl fun a _ => Finset.sum_congr rfl fun b _ => ?_
  ring
```

## (c) Opposite kicks

Show that $E(-k)=E(k)$.

In (a), $k$ appears only inside cosines, which are even. The proof rewrites both sides with (a) and uses `Real.cos_neg`.

```lean
/-- For real symmetric `H` and a real initial state, opposite kicks give the same energy. -/
theorem kickedEnergy_even {H : Matrix n n ℝ} (hH : H.IsSymm) (X u : n → ℝ) (k : ℝ) :
    kickedEnergy H X u (-k) = kickedEnergy H X u k := by
  simp only [kickedEnergy_eq hH, neg_mul, Real.cos_neg]
```

## (d) The double commutator in components

Let $D=u^{T}[X,[H,X]]u$. Show that
$$D=-\sum_{a,b}H_{ab}u_au_b(X_a-X_b)^2.$$

Since $X$ is diagonal, $[H,X]_{ab}=H_{ab}(X_b-X_a)$. The outer commutator multiplies this by $X_a-X_b$, so
$$[X,[H,X]]_{ab}=-(X_a-X_b)^2H_{ab}.$$
Multiplying by $u_au_b$ and summing gives $D$. Symmetry of $H$ is not used. The lemmas `Matrix.diagonal_mul` and `Matrix.mul_diagonal` supply the matrix elements.

```lean
/-- The expectation of `[X, [H, X]]` weighs each matrix element of `H` by minus the squared
distance between its sites. -/
theorem doubleCommutator_expectation [DecidableEq n] (H : Matrix n n ℝ) (X u : n → ℝ) :
    u ⬝ᵥ doubleCommutator H X *ᵥ u =
      -∑ a, ∑ b, H a b * u a * u b * (X a - X b) ^ 2 := by
  simp only [dotProduct, Matrix.mulVec, Finset.mul_sum, ← Finset.sum_neg_distrib]
  refine Finset.sum_congr rfl fun a _ => Finset.sum_congr rfl fun b _ => ?_
  simp only [doubleCommutator, Matrix.sub_apply, Matrix.diagonal_mul, Matrix.mul_diagonal]
  ring
```

## (e) Integrating an inequality

Let $f$ be differentiable on the real line, with $f(0)=0$ and $f'(x)\ge0$ for all $x\ge0$. Show that
$$f(x)\ge0\qquad\text{for } x\ge0.$$

A nonnegative derivative makes $f$ nondecreasing on the half-line, so $f(x)\ge f(0)=0$. This monotonicity is `hm` in the proof.

```lean
/-- A function that is differentiable on the real line, vanishes at zero and has nonnegative slope
on the half-line `x ≥ 0` is nonnegative there. -/
theorem nonneg_of_slope {f f' : ℝ → ℝ} (h : ∀ x, HasDerivAt f (f' x) x) (h0 : f 0 = 0)
    (hp : ∀ x, 0 ≤ x → 0 ≤ f' x) (x : ℝ) (hx : 0 ≤ x) : 0 ≤ f x := by
  have hm : MonotoneOn f (Set.Ici 0) :=
    monotoneOn_of_deriv_nonneg (convex_Ici 0)
      (fun y _ => (h y).continuousAt.continuousWithinAt)
      (fun y _ => (h y).differentiableAt.differentiableWithinAt)
      (fun y hy => by
        rw [interior_Ici] at hy
        rw [(h y).deriv]
        exact hp y (le_of_lt (Set.mem_Ioi.1 hy)))
  have h2 := hm (Set.mem_Ici.2 le_rfl) (Set.mem_Ici.2 hx) hx
  rwa [h0] at h2
```

## (f) A bound on the cosine

Show that for every real $x$
$$\left|\cos x-1+\frac{x^2}{2}\right|\le\frac{x^4}{24}.$$

From $1-\cos x=2\sin^2(x/2)\le x^2/2$, the expression inside the bars is nonnegative. It is the derivative of $s(x)=\sin x-x+x^3/6$, and $s(0)=0$, so (e) gives $s(x)\ge0$ for $x\ge0$. In turn, $s$ is the derivative of
$$c(x)=\frac{x^4}{24}-\frac{x^2}{2}+1-\cos x,$$
with $c(0)=0$, so $c(x)\ge0$ for $x\ge0$. This is the upper bound, and it extends to negative $x$ because $c$ is even.

The steps `hlow`, `hsin` and `hcos` are these three inequalities; the first comes from Mathlib. Evaluating `hcos` at `|x|` handles both signs.

```lean
/-- The quadratic approximation of the cosine errs by at most `x⁴/24`, for every real `x`. -/
theorem cos_quadratic_error (x : ℝ) : |Real.cos x - 1 + x ^ 2 / 2| ≤ x ^ 4 / 24 := by
  have hlow : ∀ z : ℝ, 0 ≤ Real.cos z - 1 + z ^ 2 / 2 := fun z => by
    have := Real.one_sub_sq_div_two_le_cos (x := z)
    linarith
  have p2 : ∀ z : ℝ, HasDerivAt (fun y : ℝ => y ^ 2) (2 * z) z := fun z => by
    simpa using hasDerivAt_pow 2 z
  have p3 : ∀ z : ℝ, HasDerivAt (fun y : ℝ => y ^ 3) (3 * z ^ 2) z := fun z => by
    simpa using hasDerivAt_pow 3 z
  have p4 : ∀ z : ℝ, HasDerivAt (fun y : ℝ => y ^ 4) (4 * z ^ 3) z := fun z => by
    simpa using hasDerivAt_pow 4 z
  -- integrate the lower bound on the cosine twice
  have hsin := nonneg_of_slope (f := fun y => Real.sin y - y + y ^ 3 / 6)
    (f' := fun y => Real.cos y - 1 + y ^ 2 / 2)
    (fun z => (((Real.hasDerivAt_sin z).fun_sub (hasDerivAt_id' z)).fun_add
      ((p3 z).div_const 6)).congr_deriv (by ring)) (by simp) (fun z _ => hlow z)
  have hcos := nonneg_of_slope (f := fun y => y ^ 4 / 24 - y ^ 2 / 2 + (1 - Real.cos y))
    (f' := fun y => Real.sin y - y + y ^ 3 / 6)
    (fun z => ((((p4 z).div_const 24).fun_sub ((p2 z).div_const 2)).fun_add
      ((Real.hasDerivAt_cos z).const_sub 1)).congr_deriv (by ring)) (by simp) hsin
  have h : 0 ≤ |x| ^ 4 / 24 - |x| ^ 2 / 2 + (1 - Real.cos |x|) := hcos |x| (abs_nonneg x)
  rw [Real.cos_abs, sq_abs, (by decide : Even 4).pow_abs x] at h
  rw [abs_of_nonneg (hlow x)]
  linarith
```

## (g) The error of the quadratic law

Show that for symmetric $H$ and every real $k$
$$\left|E(k)-E(0)-\frac{k^2}{2}D\right|\le\frac{k^4}{24}\sum_{a,b}|H_{ab}u_au_b|(X_a-X_b)^4.$$

Put $\theta_{ab}=k(X_a-X_b)$. By (b) and (d), the quantity inside the bars is
$$\sum_{a,b}H_{ab}u_au_b\left(\cos\theta_{ab}-1+\frac{\theta_{ab}^2}{2}\right).$$
The triangle inequality and (f) bound it by $\sum_{a,b}|H_{ab}u_au_b|\,\theta_{ab}^4/24$, which is the right-hand side. In the proof, `e` is the combined sum, and `Finset.abs_sum_le_sum_abs` is applied once for each index.

```lean
/-- For real symmetric `H` and real `u`, the heating differs from
`(k²/2) ⟨u, [X, [H, X]] u⟩` by at most an explicit multiple of `k⁴`, for every `k`. -/
theorem heating_error [DecidableEq n] {H : Matrix n n ℝ} (hH : H.IsSymm)
    (X u : n → ℝ) (k : ℝ) :
    ‖kickedEnergy H X u k - kickedEnergy H X u 0
        - ((k ^ 2 / 2 * (u ⬝ᵥ doubleCommutator H X *ᵥ u) : ℝ) : ℂ)‖ ≤
      k ^ 4 / 24 * ∑ a, ∑ b, |H a b * u a * u b| * (X a - X b) ^ 4 := by
  rw [heating_eq hH, doubleCommutator_expectation, ← Complex.ofReal_sub,
    Complex.norm_real, Real.norm_eq_abs]
  have e : -(∑ a, ∑ b, H a b * u a * u b * (1 - Real.cos (k * (X a - X b))))
      - k ^ 2 / 2 * -(∑ a, ∑ b, H a b * u a * u b * (X a - X b) ^ 2) =
      ∑ a, ∑ b, H a b * u a * u b *
        (Real.cos (k * (X a - X b)) - 1 + (k * (X a - X b)) ^ 2 / 2) := by
    simp only [mul_neg, Finset.mul_sum, ← Finset.sum_neg_distrib, ← Finset.sum_sub_distrib]
    refine Finset.sum_congr rfl fun a _ => Finset.sum_congr rfl fun b _ => ?_
    ring
  rw [e, Finset.mul_sum]
  refine (Finset.abs_sum_le_sum_abs _ _).trans (Finset.sum_le_sum fun a _ => ?_)
  rw [Finset.mul_sum]
  refine (Finset.abs_sum_le_sum_abs _ _).trans (Finset.sum_le_sum fun b _ => ?_)
  rw [abs_mul]
  exact (mul_le_mul_of_nonneg_left (cos_quadratic_error _) (abs_nonneg _)).trans_eq (by ring)
```

## (h) The weak-kick limit

Show that for symmetric $H$
$$\lim_{k\to0}\frac{E(k)-E(0)}{k^2}=\frac12\,u^{T}[X,[H,X]]u.$$

For $k\ne0$, divide (g) by $k^2$. The quotient differs from $D/2$ by at most $k^2/24$ times a constant independent of $k$, and this tends to zero. The proof squeezes the distance with `squeeze_zero'`; `hb` is the vanishing bound, and `𝓝[≠] 0` means that $k$ approaches zero through nonzero values.

The law fails for general complex amplitudes. Take two sites at positions $0$ and $d\ne0$, with zero on-site energies and hopping element $-t\ne0$, and the normalised state $(1,i)/\sqrt2$. Then $E(k)=t\sin(kd)$, which is linear in $k$ at small $k$, and the quotient diverges. The relative phase does this; a phase common to all amplitudes drops out of the energy.

```lean
/-- For real symmetric `H` and real `u`, the energy gain divided by `k²` tends to
`(1/2) ⟨u, [X, [H, X]] u⟩` as `k` tends to zero. -/
theorem heating_quadratic [DecidableEq n] {H : Matrix n n ℝ} (hH : H.IsSymm)
    (X u : n → ℝ) :
    Tendsto (fun k : ℝ => (kickedEnergy H X u k - kickedEnergy H X u 0) / (k : ℂ) ^ 2)
      (𝓝[≠] 0) (𝓝 ((1 / 2 * (u ⬝ᵥ doubleCommutator H X *ᵥ u) : ℝ) : ℂ)) := by
  rw [tendsto_iff_norm_sub_tendsto_zero]
  have hb : Tendsto (fun k : ℝ => k ^ 2 / 24 *
      ∑ a, ∑ b, |H a b * u a * u b| * (X a - X b) ^ 4) (𝓝[≠] 0) (𝓝 0) := by
    refine Tendsto.mono_left ?_ nhdsWithin_le_nhds
    exact Continuous.tendsto' (by fun_prop) 0 0 (by simp)
  refine squeeze_zero' (Eventually.of_forall fun _ => norm_nonneg _) ?_ hb
  filter_upwards [self_mem_nhdsWithin] with k hk
  have hk0 : k ≠ 0 := hk
  have hkC : (k : ℂ) ^ 2 ≠ 0 := pow_ne_zero 2 (Complex.ofReal_ne_zero.2 hk0)
  -- divide the quartic error bound by `k²`
  have e : (kickedEnergy H X u k - kickedEnergy H X u 0) / (k : ℂ) ^ 2
      - ((1 / 2 * (u ⬝ᵥ doubleCommutator H X *ᵥ u) : ℝ) : ℂ) =
      (kickedEnergy H X u k - kickedEnergy H X u 0
        - ((k ^ 2 / 2 * (u ⬝ᵥ doubleCommutator H X *ᵥ u) : ℝ) : ℂ)) / (k : ℂ) ^ 2 := by
    rw [eq_div_iff hkC, sub_mul, div_mul_cancel₀ _ hkC]
    push_cast
    ring
  rw [e, norm_div, norm_pow, Complex.norm_real, Real.norm_eq_abs, sq_abs,
    div_le_iff₀ (by positivity)]
  exact (heating_error hH X u k).trans_eq (by ring)
```

## (i) The sign for a ground state

For a general real state the kick may lower the energy. Suppose now that $H$ is symmetric and that $u$ minimises the energy among all complex states of the same norm. Show that
$$u^{T}[X,[H,X]]u\ge0.$$

The kick preserves the norm, since $|e^{ikX_a}u_a|^2=u_a^2$. Hence $E(k)\ge E(0)$, the quotient in (h) is nonnegative for $k\ne0$, and so is its limit $D/2$.

The hypothesis `hmin` expresses minimality through real parts of energies. The proof applies it to the kicked state, and `ge_of_tendsto'` carries the sign to the limit.

```lean
/-- If a real state `u` minimises the energy of a real symmetric `H` among all complex states
of the same norm, then the expectation of `[X, [H, X]]` in `u` is nonnegative. -/
theorem ground_state_heating_nonneg [DecidableEq n] {H : Matrix n n ℝ} (hH : H.IsSymm)
    (X u : n → ℝ)
    (hmin : ∀ v : n → ℂ, ∑ a, ‖v a‖ ^ 2 = ∑ a, u a ^ 2 →
      (energy H (fun a => (u a : ℂ))).re ≤ (energy H v).re) :
    0 ≤ u ⬝ᵥ doubleCommutator H X *ᵥ u := by
  have hlim := (Complex.continuous_re.tendsto _).comp (heating_quadratic hH X u)
  have h0 : kick X u 0 = fun a => (u a : ℂ) := by
    funext a
    simp [kick]
  have hpos : 0 ≤ ((1 / 2 * (u ⬝ᵥ doubleCommutator H X *ᵥ u) : ℝ) : ℂ).re := by
    refine ge_of_tendsto' hlim fun k => ?_
    -- a kick preserves the norm, so by `hmin` it cannot lower the energy
    have hk := hmin (kick X u k) (Finset.sum_congr rfl fun a _ => by
      simp [kick, Complex.norm_exp])
    rw [← h0] at hk
    rw [Function.comp_apply, ← Complex.ofReal_pow, Complex.div_ofReal_re, Complex.sub_re]
    exact div_nonneg (sub_nonneg.2 hk) (sq_nonneg k)
  rw [Complex.ofReal_re] at hpos
  linarith
```

## (j) Two sites with hopping

Place two sites at $0$ and $d$, with zero on-site energies and hopping element $-t$. For the unnormalised state $u=(1,1)$, show that
$$E(k)-E(0)=2t\big(1-\cos(kd)\big).$$

In (b) the diagonal terms vanish, and the two off-diagonal terms each contribute $t(1-\cos(kd))$. The normalised state $(1,1)/\sqrt2$ has half this energy change, $t(1-\cos(kd))$.

For numbers, take the normalised state with $t=d=1$ and $k=\pi/3$. The energy change is $1-\tfrac12=0.5$. Here $D=1$, so the quadratic law gives $k^2/2=\pi^2/18\approx0.548$. The error, about $0.048$, lies within the bound of (g), $k^4/24\approx0.050$.

The proof checks the symmetry of the matrix entry by entry, applies (b) and evaluates the sum over two sites.

```lean
/-- Two sites at distance `d` with hopping element `-t`: a kick of the state `(1, 1)` changes
its energy by `2t(1 - cos(kd))`. -/
theorem two_site_heating (t d k : ℝ) :
    kickedEnergy !![0, -t; -t, 0] ![0, d] ![1, 1] k
      - kickedEnergy !![0, -t; -t, 0] ![0, d] ![1, 1] 0 =
      ((2 * t * (1 - Real.cos (k * d)) : ℝ) : ℂ) := by
  have hH : (!![0, -t; -t, 0] : Matrix (Fin 2) (Fin 2) ℝ).IsSymm :=
    Matrix.IsSymm.ext fun i j => by fin_cases i <;> fin_cases j <;> simp
  rw [heating_eq hH]
  congr 1
  simp [Fin.sum_univ_two]
  ring

end

end KickHeating
```

```lean
#print axioms KickHeating.kickedEnergy_even
#print axioms KickHeating.ground_state_heating_nonneg
#print axioms KickHeating.two_site_heating
```

```
'KickHeating.kickedEnergy_even' depends on axioms: [propext, Classical.choice, Quot.sound]
'KickHeating.ground_state_heating_nonneg' depends on axioms: [propext, Classical.choice, Quot.sound]
'KickHeating.two_site_heating' depends on axioms: [propext, Classical.choice, Quot.sound]
```
